# At half filling, the bare second-order diagram is the exact self-energy of the Hubbard atom

A second-order impurity solver for dynamical mean-field theory multiplies three bare propagators in imaginary time and transforms the product to Matsubara frequencies. One check of such a code is to switch off the hybridisation at half filling and compare the output with $U^2/(4iw_n)$. For this isolated atom the reference value is more than a low-order approximation: once the constant Hartree term $U/2$ is absorbed into the chemical potential, the second-order diagram already equals the exact self-energy at every interaction strength $U$. The solver is therefore correct in the atomic limit at half filling, although it was built from an expansion in small $U$.

## From four energy levels to $U^2/(4iw_n)$

The atom has one orbital, with occupations $n_\uparrow$ and $n_\downarrow$ equal to 0 or 1, and the Hamiltonian

$$H = U\,(n_\uparrow - \tfrac12)(n_\downarrow - \tfrac12).$$

The shifts by $\tfrac12$ set the chemical potential to half filling and absorb the Hartree term, so the self-energy below contains no constant $U/2$. The empty and doubly occupied states have energy $U/4$, and the two singly occupied states have energy $-U/4$. At inverse temperature $\beta$ the partition function is

$$Z = 2\left(e^{\beta U/4} + e^{-\beta U/4}\right).$$

For $0<\tau<\beta$ the Green function is $G(\tau) = -\langle c(\tau)c^\dagger\rangle$. The operator $c^\dagger$ needs an empty level, and the other spin may be absent or present. These two cases give

$$G(\tau) = -\frac{e^{-(\beta-\tau)U/4}e^{\tau U/4} + e^{(\beta-\tau)U/4}e^{-\tau U/4}}{Z} = -\frac{e^{-\beta U/4}e^{U\tau/2} + e^{\beta U/4}e^{-U\tau/2}}{Z}.$$

Cancelling the prefactor $e^{\mp\beta U/4}$ of each term against $Z$ produces Fermi weights:

$$G(\tau) = -\frac12\left[\frac{e^{U\tau/2}}{e^{\beta U/2}+1} + \frac{e^{-U\tau/2}}{e^{-\beta U/2}+1}\right].$$

The fermionic frequencies are $w_n = (2n+1)\pi/\beta$ with integer $n$, so $e^{iw_n\beta} = -1$. For real $a$,

$$\int_0^\beta e^{(iw_n+a)\tau}\,d\tau = \frac{e^{iw_n\beta}e^{a\beta}-1}{iw_n+a} = -\frac{e^{a\beta}+1}{iw_n+a}.$$

With $a=\pm U/2$ the numerators cancel the Fermi weights, and two poles of equal weight remain:

$$G(iw_n) = \frac12\left[\frac1{iw_n-U/2}+\frac1{iw_n+U/2}\right] = \frac{iw_n}{(iw_n)^2-U^2/4}.$$

Its inverse is $iw_n - U^2/(4iw_n)$. At $U=0$ the inverse is $iw_n$, and Dyson's equation gives

$$\Sigma(iw_n) = \frac1{G_0(iw_n)}-\frac1{G(iw_n)} = \frac{U^2}{4iw_n}.$$

The second-order diagram consists of a propagator of the same spin and a particle-hole pair of the opposite spin. In the present sign convention it is

$$\Sigma_2(\tau) = -U^2\,G_0(\tau)^2\,G_0(-\tau).$$

At $U=0$ all four states have equal weight, so $G_0(\tau)=-\tfrac12$ and $G_0(-\tau)=+\tfrac12$. Hence $\Sigma_2(\tau) = -U^2/8$, independent of $\tau$. The integral above with $a=0$ equals $-2/(iw_n)$, and therefore

$$\Sigma_2(iw_n) = -\frac{U^2}{8}\cdot\left(-\frac{2}{iw_n}\right) = \frac{U^2}{4iw_n} = \Sigma(iw_n).$$

## The lowest frequency, and an atom away from half filling

At the smallest positive frequency, $n=0$, the self-energy is $-iU^2\beta/(4\pi)$. For fixed $U\neq0$ its magnitude grows without bound as the temperature falls, because the Green function $iw_n/((iw_n)^2-U^2/4)$ tends to zero as $w_n\to0$ and its inverse diverges.

Half filling is essential. Take $H=U n_\uparrow n_\downarrow$ with $U>0$ and no chemical potential. The bare level is still at zero, so the diagram above is still $U^2/(4iw_n)$, which is purely imaginary. Let $\rho$ be the mean occupation per spin,

$$\rho = \frac{1+e^{-\beta U}}{3+e^{-\beta U}} < \frac12.$$

The exact Green function is $(1-\rho)/(iw_n) + \rho/(iw_n-U)$, and its self-energy is

$$U\rho + \frac{U^2\rho(1-\rho)}{iw_n-U(1-\rho)}.$$

The real part of the second term varies with $w_n$, so no constant Hartree correction can restore the equality at all frequencies. The theorems below treat only the half-filled atom.

## The atom and its propagators in Lean

```lean
import Mathlib

open Complex

namespace HubbardAtom

noncomputable section
```

The Hamiltonian enters through its eigenvalues. In `energy U a b`, the natural number `a` is the occupation of the spin whose propagator is being computed, and `b` is that of the other spin. The value is real but is stored as a complex number, because it will appear in complex exponentials.

```lean
/-- Energy of the half-filled Hubbard atom, `U (a - 1/2) (b - 1/2)`, when `a` electrons of one
spin and `b` of the other are present. -/
def energy (U : ℝ) (a b : ℕ) : ℂ := U * (a - 1 / 2) * (b - 1 / 2)
```

The partition function sums over `a` and `b` in `Finset.range 2`, which is the set $\{0,1\}$.

```lean
/-- The partition function, summed over the four occupation states. -/
def partitionFn (β U : ℝ) : ℂ :=
  ∑ a ∈ Finset.range 2, ∑ b ∈ Finset.range 2, exp (-β * energy U a b)
```

The two Green functions are thermal traces written out in the occupation basis. There are no creation or annihilation operators in the file: the fact that they connect occupations 0 and 1 with matrix elements of modulus one is built into these sums. In `green`, the system spends the time $\beta-\tau$ with the level empty and the time $\tau$ with it filled.

```lean
/-- The Green function `G(τ) = -⟨c(τ) c†⟩` for `0 < τ < β`, as a trace over occupation states:
an electron is added to an empty level and removed after the time `τ`. -/
def green (β U τ : ℝ) : ℂ :=
  -(∑ b ∈ Finset.range 2, exp (-(β - τ) * energy U 0 b) * exp (-τ * energy U 1 b)) /
    partitionFn β U
```

For negative time the roles are exchanged, and the sign is positive because of fermionic time ordering. The argument `τ` of `greenBack` is the positive number in $G(-\tau)$.

```lean
/-- The Green function at negative time, `G(-τ) = ⟨c† c(-τ)⟩` for `0 < τ < β`: an electron is
removed from a filled level and put back after the time `τ`. -/
def greenBack (β U τ : ℝ) : ℂ :=
  (∑ b ∈ Finset.range 2, exp (-(β - τ) * energy U 1 b) * exp (-τ * energy U 0 b)) /
    partitionFn β U
```

The name `iw` denotes the whole imaginary number $iw_n$, including the factor $i$.

```lean
/-- The imaginary fermionic Matsubara frequency `i(2n+1)π/β`, for `β ≠ 0`. -/
def iw (β : ℝ) (n : ℤ) : ℂ := I * (((2 * n + 1) * Real.pi / β : ℝ) : ℂ)
```

The transform integrates over the interval $[0,\beta]$ with the kernel $e^{iw_n\tau}$. The formula for `green` is physical for $0<\tau<\beta$, and the two endpoints do not affect the integral.

```lean
/-- The Matsubara transform, the integral of `exp(iwτ) f(τ)` over `[0, β]`, for `β > 0`. -/
def matsubara (β : ℝ) (n : ℤ) (f : ℝ → ℂ) : ℂ :=
  ∫ τ in (0 : ℝ)..β, exp (iw β n * τ) * f τ
```

The diagram is defined with its standard prefactor and sign; the perturbation expansion that produces them is not derived. The square of `green β 0 τ` stands for one propagator of each spin, which are equal by symmetry.

```lean
/-- The bare second-order diagram `-U² G₀(τ)² G₀(-τ)`, with `G₀` taken at `U = 0`. -/
def secondOrder (β U τ : ℝ) : ℂ := -(U : ℂ) ^ 2 * green β 0 τ ^ 2 * greenBack β 0 τ
```

The exact self-energy is defined by Dyson's equation from the transformed traces, so neither the two-pole form nor $U^2/(4iw_n)$ is put in by hand.

```lean
/-- The exact self-energy from Dyson's equation, `1/G₀ - 1/G`, for `β > 0`. -/
def selfEnergy (β U : ℝ) (n : ℤ) : ℂ :=
  (matsubara β n (green β 0))⁻¹ - (matsubara β n (green β U))⁻¹
```

## The Green function in time and in frequency

The first theorem is the formula with Fermi weights. The four facts `h00` to `h11` give the energies, and `e1` and `e2` combine the exponentials in the trace. The proof then writes $p=e^{\beta U/4}$ and $q=e^{-\beta U/4}$, with $pq=1$. The identity $p^2+1=p(p+q)$ turns $1/(e^{\beta U/2}+1)$ into $q/(p+q)$, which is the weight found in the trace, and the other term follows in the same way.

```lean
/-- The Green function is minus the mean of two exponentials with Fermi weights. -/
theorem green_eq (β U τ : ℝ) :
    green β U τ = -(exp (U / 2 * τ) / (exp (U / 2 * β) + 1) +
      exp (-(U / 2) * τ) / (exp (-(U / 2) * β) + 1)) / 2 := by
  have h00 : energy U 0 0 = U / 4 := by simp only [energy]; push_cast; ring
  have h01 : energy U 0 1 = -(U / 4) := by simp only [energy]; push_cast; ring
  have h10 : energy U 1 0 = -(U / 4) := by simp only [energy]; push_cast; ring
  have h11 : energy U 1 1 = U / 4 := by simp only [energy]; push_cast; ring
  have e1 : exp (-(β - τ) * (U / 4)) * exp (-τ * -(U / 4)) =
      exp (-β * (U / 4)) * exp (U / 2 * τ) := by
    rw [← Complex.exp_add, ← Complex.exp_add]; congr 1; ring
  have e2 : exp (-(β - τ) * -(U / 4)) * exp (-τ * (U / 4)) =
      exp (-β * -(U / 4)) * exp (-(U / 2) * τ) := by
    rw [← Complex.exp_add, ← Complex.exp_add]; congr 1; ring
  have e3 : exp (U / 2 * β) = exp (-β * -(U / 4)) * exp (-β * -(U / 4)) := by
    rw [← Complex.exp_add]; congr 1; ring
  have e4 : exp (-(U / 2) * β) = exp (-β * (U / 4)) * exp (-β * (U / 4)) := by
    rw [← Complex.exp_add]; congr 1; ring
  have hpq : exp (-β * -(U / 4)) * exp (-β * (U / 4)) = 1 := by
    rw [← Complex.exp_add, ← Complex.exp_zero]; congr 1; ring
  simp only [green, partitionFn, Finset.sum_range_succ, Finset.sum_range_zero, zero_add,
    h00, h01, h10, h11]
  rw [e1, e2, e3, e4]
  generalize exp (-β * -(U / 4)) = p at hpq ⊢
  generalize exp (-β * (U / 4)) = q at hpq ⊢
  have hp : p⁻¹ = q := inv_eq_of_mul_eq_one_right hpq
  have hq : q⁻¹ = p := inv_eq_of_mul_eq_one_left hpq
  have h1 : p * p + 1 = p * (p + q) := by linear_combination -hpq
  have h2 : q * q + 1 = q * (p + q) := by linear_combination -hpq
  have h3 : q + p + (p + q) = 2 * (p + q) := by ring
  rw [h1, h2, h3]
  generalize p + q = D
  simp only [div_eq_mul_inv, mul_inv, hp, hq]
  ring
```

The frequency-dependent denominators of the Green function and the self-energy are built from factors $iw_n+a$ with real $a$. The imaginary part of such a factor is $(2n+1)\pi/\beta$, and an odd integer is never zero. This is why the condition $w_n\neq0$ need not be assumed.

```lean
/-- For `β > 0`, `iw + a` does not vanish for any real `a`. -/
theorem pole_ne_zero {β : ℝ} (hβ : 0 < β) (n : ℤ) (a : ℝ) : iw β n + a ≠ 0 := by
  have hn : (2 * (n : ℝ) + 1) ≠ 0 := by
    have : 2 * n + 1 ≠ 0 := by omega
    exact_mod_cast this
  intro h
  have h' := congrArg Complex.im h
  simp only [iw, Complex.add_im, Complex.I_mul_im, Complex.ofReal_re, Complex.ofReal_im,
    Complex.zero_im, add_zero] at h'
  exact div_ne_zero (mul_ne_zero hn Real.pi_ne_zero) hβ.ne' h'
```

The next theorem is the basic integral. Its inner fact `h1` proves $e^{iw_n\beta}=-1$ by writing $iw_n\beta = i\pi + 2\pi i n$. Mathlib's integral of a complex exponential does the rest.

```lean
/-- For `β > 0`, an exponential in imaginary time transforms into a single pole. -/
theorem integral_exp {β : ℝ} (hβ : 0 < β) (n : ℤ) (a : ℝ) :
    ∫ τ in (0 : ℝ)..β, exp ((iw β n + a) * τ) = -(exp (a * β) + 1) / (iw β n + a) := by
  have hb : (β : ℂ) ≠ 0 := by exact_mod_cast hβ.ne'
  -- fermionic antiperiodicity: exp(iwβ) = -1
  have h1 : exp (iw β n * β) = -1 := by
    have : iw β n * β = Real.pi * I + n * (2 * Real.pi * I) := by
      simp only [iw]
      push_cast
      field_simp
      ring
    rw [this, Complex.exp_add, Complex.exp_pi_mul_I, Complex.exp_int_mul_two_pi_mul_I, mul_one]
  rw [integral_exp_mul_complex (pole_ne_zero hβ n a), add_mul, Complex.exp_add, h1]
  simp only [Complex.ofReal_zero, mul_zero, Complex.exp_zero]
  ring
```

To transform $G(\tau)$, the proof names the two Fermi denominators `P` and `Q`, which are positive and hence nonzero. The fact `hs` splits the integrand into two exponentials, each of which is integrated by the previous theorem. The final `linear_combination` uses $P^{-1}P=1$ and $Q^{-1}Q=1$, the cancellation of weights seen in the derivation by hand.

```lean
/-- For `β > 0`, the transformed atomic Green function is the mean of `1/(iw - U/2)` and
`1/(iw + U/2)`. -/
theorem matsubara_green {β : ℝ} (hβ : 0 < β) (U : ℝ) (n : ℤ) :
    matsubara β n (green β U) = (1 / (iw β n - U / 2) + 1 / (iw β n + U / 2)) / 2 := by
  have hp := integral_exp hβ n (U / 2)
  have hm := integral_exp hβ n (-(U / 2))
  push_cast at hp hm
  have hP : exp (U / 2 * β) + 1 ≠ 0 := by
    exact_mod_cast (add_pos (Real.exp_pos (U / 2 * β)) one_pos).ne'
  have hQ : exp (-(U / 2) * β) + 1 ≠ 0 := by
    exact_mod_cast (add_pos (Real.exp_pos (-(U / 2) * β)) one_pos).ne'
  simp only [matsubara, green_eq]
  generalize exp (U / 2 * β) + 1 = P at *
  generalize exp (-(U / 2) * β) + 1 = Q at *
  have hs : ∀ τ : ℝ, exp (iw β n * τ) *
      (-(exp (U / 2 * τ) / P + exp (-(U / 2) * τ) / Q) / 2) =
      -(P⁻¹ / 2) * exp ((iw β n + U / 2) * τ) +
      -(Q⁻¹ / 2) * exp ((iw β n + -(U / 2)) * τ) := by
    intro τ
    rw [add_mul, add_mul, Complex.exp_add, Complex.exp_add]
    ring
  simp only [hs]
  rw [intervalIntegral.integral_add
      (Continuous.intervalIntegrable (by fun_prop) _ _)
      (Continuous.intervalIntegrable (by fun_prop) _ _),
    intervalIntegral.integral_const_mul, intervalIntegral.integral_const_mul, hp, hm]
  -- the Fermi weights cancel
  linear_combination (1 / 2 / (iw β n + U / 2)) * inv_mul_cancel₀ hP +
    (1 / 2 / (iw β n - U / 2)) * inv_mul_cancel₀ hQ
```

Putting the two poles over a common denominator gives a single fraction with numerator $iw_n$. The theorem also records that this fraction is nonzero, so both inverses in Dyson's equation are genuine reciprocals.

```lean
/-- For `β > 0`, the transformed Green function is `iw / ((iw - U/2)(iw + U/2))`,
and it never vanishes. -/
theorem matsubara_green_closed {β : ℝ} (hβ : 0 < β) (U : ℝ) (n : ℤ) :
    matsubara β n (green β U) = iw β n / ((iw β n - U / 2) * (iw β n + U / 2)) ∧
    matsubara β n (green β U) ≠ 0 := by
  have hz := pole_ne_zero hβ n 0
  have hx := pole_ne_zero hβ n (-(U / 2))
  have hy := pole_ne_zero hβ n (U / 2)
  push_cast at hz hx hy
  rw [add_zero] at hz
  rw [← sub_eq_add_neg] at hx
  have h : matsubara β n (green β U) = iw β n / ((iw β n - U / 2) * (iw β n + U / 2)) := by
    rw [matsubara_green hβ, div_add_div _ _ hx hy, div_div,
      div_eq_div_iff (mul_ne_zero (mul_ne_zero hx hy) two_ne_zero) (mul_ne_zero hx hy)]
    ring
  exact ⟨h, h ▸ div_ne_zero hz (mul_ne_zero hx hy)⟩
```

## The self-energy and the diagram

The exact self-energy follows by inserting the closed form twice, once at $U=0$ and once at the given $U$. The rewrites with `inv_div` invert the two fractions, and the remaining algebra is

$$\frac{(iw_n)^2-\left((iw_n)^2-U^2/4\right)}{iw_n}=\frac{U^2}{4iw_n}.$$

```lean
/-- For `β > 0`, the exact self-energy of the half-filled atom is `U²/(4iw)`. -/
theorem selfEnergy_eq {β : ℝ} (hβ : 0 < β) (U : ℝ) (n : ℤ) :
    selfEnergy β U n = (U : ℂ) ^ 2 / (4 * iw β n) := by
  have hz := pole_ne_zero hβ n 0
  rw [Complex.ofReal_zero, add_zero] at hz
  rw [selfEnergy, (matsubara_green_closed hβ 0 n).1, (matsubara_green_closed hβ U n).1,
    inv_div, inv_div, ← sub_div,
    div_eq_div_iff hz (mul_ne_zero (by norm_num : (4 : ℂ) ≠ 0) hz)]
  push_cast
  ring
```

For the diagram, `h0` states that all energies vanish at $U=0$. Each exponential becomes 1, each trace becomes $2/4$ up to sign, and the product is $-U^2/8$.

```lean
/-- The bare second-order diagram is constant in imaginary time, equal to `-U²/8`. -/
theorem secondOrder_eq (β U τ : ℝ) : secondOrder β U τ = -((U : ℂ) ^ 2 / 8) := by
  have h0 : ∀ a b : ℕ, energy 0 a b = 0 := by
    intro a b
    simp [energy]
  simp only [secondOrder, green, greenBack, partitionFn, h0, mul_zero, Complex.exp_zero,
    Finset.sum_range_succ, Finset.sum_range_zero]
  ring
```

The last theorem says that for every $\beta>0$, every real $U$, repulsive or attractive, and every integer $n$, the transform of the bare second-order diagram equals the self-energy from Dyson's equation. The proof replaces the right-hand side by $U^2/(4iw_n)$, takes the constant $-U^2/8$ out of the integral on the left, and applies `integral_exp` with $a=0$. The equality concerns a single orbital without a bath, and it gives no error bound for the same diagram once hybridisation is present.

```lean
/-- For `β > 0`, the bare second-order diagram equals the exact self-energy of the half-filled
Hubbard atom at every fermionic Matsubara frequency and every real `U`. -/
theorem secondOrder_exact {β : ℝ} (hβ : 0 < β) (U : ℝ) (n : ℤ) :
    matsubara β n (secondOrder β U) = selfEnergy β U n := by
  have h := integral_exp hβ n 0
  simp only [Complex.ofReal_zero, add_zero, zero_mul, Complex.exp_zero] at h
  rw [selfEnergy_eq hβ]
  simp only [matsubara, secondOrder_eq]
  rw [intervalIntegral.integral_mul_const, h]
  ring

end

end HubbardAtom
```

```lean
#print axioms HubbardAtom.secondOrder_exact
```

```
'HubbardAtom.secondOrder_exact' depends on axioms: [propext, Classical.choice, Quot.sound]
```
